# A two-body fermion operator is self-adjoint exactly when its antisymmetrised interaction is Hermitian

Let a_i be annihilators obeying the canonical anticommutation relations in a nonzero complex star-algebra, such as matrices of nonzero size, with i running over finitely many orbitals. For any complex coefficients V, put

H(V) = ∑ V(ij,kl) a_i* a_j* a_l a_k

W(ij,kl) = V(ij,kl) − V(ji,kl) − V(ij,lk) + V(ji,lk).

Then H(V) is self-adjoint if and only if W is a Hermitian matrix on ordered pairs. V itself need not be Hermitian. For a finite orthonormal spin-orbital basis in electronic structure, testing V for hermiticity can therefore reject a table of two-electron coefficients whose operator is self-adjoint; testing W decides the question.

In the code, `ι` labels the orbitals, `A` is the operator algebra and `star` is the adjoint.

```lean
import Mathlib

open Matrix

namespace TwoBodyHermiticity

noncomputable section

variable {ι A : Type*} [Fintype ι] [DecidableEq ι]
  [Ring A] [StarRing A] [Algebra ℂ A] [StarModule ℂ A]
```

## Anticommutation: only W is visible

`CAR a` states {a_i, a_j} = 0 and {a_i, a_j*} = δ_ij 1: fermionic exchange, and orthonormal orbitals.

```lean
/-- The Kronecker delta as a complex number. -/
def delta (i j : ι) : ℂ := if i = j then 1 else 0

/-- The canonical anticommutation relations for annihilators `a i` with creators `star (a i)`. -/
structure CAR (a : ι → A) : Prop where
  anti : ∀ i j, a i * a j + a j * a i = 0
  mixed : ∀ i j, a i * star (a j) + star (a j) * a i = delta i j • (1 : A)
```

`twoBody a V` is H(V), with rows x = (i,j) and columns y = (k,l). It has no prefactor ½; a nonzero real factor would not affect whether it is self-adjoint. `antisymm V` is W.

```lean
/-- The two-body operator `∑ V(ij,kl) a_i* a_j* a_l a_k`, with `x = (i,j)` and `y = (k,l)`. -/
def twoBody (a : ι → A) (V : Matrix (ι × ι) (ι × ι) ℂ) : A :=
  ∑ x, ∑ y, V x y • (star (a x.1) * star (a x.2) * a y.2 * a y.1)

/-- The antisymmetrised interaction `V(ij,kl) - V(ji,kl) - V(ij,lk) + V(ji,lk)`. -/
def antisymm (V : Matrix (ι × ι) (ι × ι) ℂ) : Matrix (ι × ι) (ι × ι) ℂ :=
  Matrix.of fun x y => V x y - V x.swap y - V x y.swap + V x.swap y.swap
```

By hand, W is extracted by removing one operator at a time:

[a_p, a_i* a_j* a_l a_k] = δ_pi a_j* a_l a_k − δ_pj a_i* a_l a_k

{a_q, a_j* a_l a_k} = δ_qj a_l a_k

[a_s*, a_l a_k] = δ_sl a_k − δ_sk a_l

{a_r*, a_k} = δ_rk 1.

Applied in this order, the four operations turn the product into

(δ_pi δ_qj − δ_pj δ_qi)(δ_rk δ_sl − δ_rl δ_sk) 1.

Summing against V(ij,kl) leaves V(pq,rs) − V(qp,rs) − V(pq,sr) + V(qp,sr), which is W(pq,rs), times the identity.

In the code, these operations are defined as linear maps `A →ₗ[ℂ] A`.

```lean
/-- The commutator with `x`, as a linear map `y ↦ x y - y x`. -/
def comm (x : A) : A →ₗ[ℂ] A := LinearMap.mulLeft ℂ x - LinearMap.mulRight ℂ x

/-- The anticommutator with `x`, as a linear map `y ↦ x y + y x`. -/
def acomm (x : A) : A →ₗ[ℂ] A := LinearMap.mulLeft ℂ x + LinearMap.mulRight ℂ x
```

Because they are linear maps, `map_sum` and `map_smul` carry all four through the double sum in `probe_twoBody`, and the calculation for one product, `probe_pair`, applies to every term. When the explicit formula is needed, `rfl` recovers it, and `noncomm_ring` checks the regrouping into anticommutators. `sum_pairDelta` then evaluates the sums over the deltas.

```lean
/-- The antisymmetrised delta of the ordered pairs `(p,q)` and `x`. -/
def pairDelta (p q : ι) (x : ι × ι) : ℂ :=
  delta p x.1 * delta q x.2 - delta p x.2 * delta q x.1

/-- Summing a pair function against the antisymmetrised delta antisymmetrises it. -/
theorem sum_pairDelta (p q : ι) (F : ι × ι → ℂ) :
    ∑ x, pairDelta p q x * F x = F (p, q) - F (q, p) := by
  have hd : ∀ (p : ι) (f : ι → ℂ), ∑ i, delta p i * f i = f p := by
    intro p f
    simp [delta]
  have e : ∀ i j, pairDelta p q (i, j) * F (i, j)
      = delta p i * (delta q j * F (i, j)) - delta q i * (delta p j * F (i, j)) := by
    intro i j
    simp only [pairDelta]
    ring
  rw [Fintype.sum_prod_type]
  simp only [e, Finset.sum_sub_distrib, ← Finset.mul_sum, hd]

omit [Fintype ι] [StarModule ℂ A] in
/-- Four nested (anti)commutators reduce a product of two creators and two annihilators
to a number times the identity. -/
theorem probe_pair {a : ι → A} (h : CAR a) (p q r s : ι) (x y : ι × ι) :
    acomm (star (a r)) (comm (star (a s)) (acomm (a q) (comm (a p)
      (star (a x.1) * star (a x.2) * a y.2 * a y.1))))
      = (pairDelta p q x * pairDelta r s y) • (1 : A) := by
  obtain ⟨i, j⟩ := x
  obtain ⟨k, l⟩ := y
  have hc : ∀ u v : A, comm u v = u * v - v * u := fun _ _ => rfl
  have ha : ∀ u v : A, acomm u v = u * v + v * u := fun _ _ => rfl
  have hm : ∀ i j, star (a j) * a i + a i * star (a j) = delta j i • (1 : A) := by
    intro i j
    rw [add_comm, h.mixed]
    simp only [delta, eq_comm]
  -- the commutator with `a p` removes one creator
  have h1 : comm (a p) (star (a i) * star (a j) * a l * a k)
      = delta p i • (star (a j) * a l * a k) - delta p j • (star (a i) * a l * a k) := by
    calc _ = (a p * star (a i) + star (a i) * a p) * star (a j) * a l * a k
          - star (a i) * (a p * star (a j) + star (a j) * a p) * a l * a k
          + star (a i) * star (a j) * (a p * a l + a l * a p) * a k
          - star (a i) * star (a j) * a l * (a p * a k + a k * a p) := by
            rw [hc]; noncomm_ring
      _ = _ := by
            simp only [h.mixed, h.anti, mul_zero, zero_mul, smul_mul_assoc, mul_smul_comm,
              one_mul, mul_one, add_zero, sub_zero]
  -- the anticommutator with `a q` removes the other
  have h2 : ∀ j, acomm (a q) (star (a j) * a l * a k) = delta q j • (a l * a k) := by
    intro j
    calc _ = (a q * star (a j) + star (a j) * a q) * a l * a k
          - star (a j) * (a q * a l + a l * a q) * a k
          + star (a j) * a l * (a q * a k + a k * a q) := by
            rw [ha]; noncomm_ring
      _ = _ := by
            simp only [h.mixed, h.anti, mul_zero, zero_mul, smul_mul_assoc,
              one_mul, add_zero, sub_zero]
  -- the creators remove the two annihilators in the same way
  have h3 : comm (star (a s)) (a l * a k) = delta s l • a k - delta s k • a l := by
    calc _ = (star (a s) * a l + a l * star (a s)) * a k
          - a l * (star (a s) * a k + a k * star (a s)) := by
            rw [hc]; noncomm_ring
      _ = _ := by
            simp only [hm, smul_mul_assoc, mul_smul_comm, one_mul, mul_one]
  have h4 : ∀ k, acomm (star (a r)) (a k) = delta r k • (1 : A) := by
    intro k
    rw [ha, hm]
  simp only [h1, h2, h3, h4, map_sub, map_smul, pairDelta]
  module

omit [StarModule ℂ A] in
/-- Four nested (anti)commutators turn the two-body operator into an element of the antisymmetrised
interaction times the identity. -/
theorem probe_twoBody {a : ι → A} (h : CAR a) (V : Matrix (ι × ι) (ι × ι) ℂ) (p q r s : ι) :
    acomm (star (a r)) (comm (star (a s)) (acomm (a q) (comm (a p) (twoBody a V))))
      = antisymm V (p, q) (r, s) • (1 : A) := by
  have e : ∀ x y, V x y * (pairDelta p q x * pairDelta r s y)
      = pairDelta p q x * (pairDelta r s y * V x y) := by
    intro x y
    ring
  simp only [twoBody, map_sum, map_smul, probe_pair h, smul_smul, ← Finset.sum_smul]
  congr 1
  simp only [e, ← Finset.mul_sum, sum_pairDelta, antisymm, Matrix.of_apply, Prod.swap_prod_mk]
  ring
```

Conversely, W determines H(V). Exchanging the two creators, or the two annihilators, changes the sign of the product, so after relabelling each of the four terms of W contributes H(V):

H(W) = 4 H(V).

In the proof, `hL` and `hR` are the two exchanges.

```lean
omit [StarModule ℂ A] in
/-- The two-body operator is one quarter of the operator built from the antisymmetrised
interaction. -/
theorem twoBody_eq_quarter {a : ι → A} (h : CAR a) (V : Matrix (ι × ι) (ι × ι) ℂ) :
    twoBody a V = (1 / 4 : ℂ) • twoBody a (antisymm V) := by
  have ha : ∀ i j, a i * a j = -(a j * a i) := fun i j =>
    eq_neg_of_add_eq_zero_left (h.anti i j)
  have hs : ∀ i j, star (a i) * star (a j) = -(star (a j) * star (a i)) := by
    intro i j
    rw [← star_mul, ha j i, star_neg, star_mul]
  -- exchanging the two creators changes the sign
  have hL : ∀ U : Matrix (ι × ι) (ι × ι) ℂ,
      twoBody a (U.submatrix Prod.swap id) = -twoBody a U := by
    intro U
    rw [twoBody, twoBody, ← Finset.sum_neg_distrib]
    refine Fintype.sum_equiv (Equiv.prodComm ι ι) _ _ fun x => ?_
    rw [← Finset.sum_neg_distrib]
    refine Finset.sum_congr rfl fun y _ => ?_
    change U x.swap y • (star (a x.1) * star (a x.2) * a y.2 * a y.1)
      = -(U x.swap y • (star (a x.2) * star (a x.1) * a y.2 * a y.1))
    rw [hs x.1 x.2, neg_mul, neg_mul, smul_neg]
  -- so does exchanging the two annihilators
  have hR : ∀ U : Matrix (ι × ι) (ι × ι) ℂ,
      twoBody a (U.submatrix id Prod.swap) = -twoBody a U := by
    intro U
    rw [twoBody, twoBody, ← Finset.sum_neg_distrib]
    refine Finset.sum_congr rfl fun x _ => ?_
    rw [← Finset.sum_neg_distrib]
    refine Fintype.sum_equiv (Equiv.prodComm ι ι) _ _ fun y => ?_
    change U x y.swap • (star (a x.1) * star (a x.2) * a y.2 * a y.1)
      = -(U x y.swap • (star (a x.1) * star (a x.2) * a y.1 * a y.2))
    rw [mul_assoc _ (a y.2) (a y.1), ha y.2 y.1, mul_neg, smul_neg, ← mul_assoc]
  have split : twoBody a (antisymm V) = twoBody a V - twoBody a (V.submatrix Prod.swap id)
      - twoBody a (V.submatrix id Prod.swap)
      + twoBody a ((V.submatrix id Prod.swap).submatrix Prod.swap id) := by
    simp only [twoBody, antisymm, Matrix.of_apply, Matrix.submatrix_apply, id_eq, add_smul,
      sub_smul, Finset.sum_add_distrib, Finset.sum_sub_distrib]
  rw [split]
  simp only [hL, hR]
  module
```

Without the relations, both directions can fail. If every a_i is 0, H(V) is self-adjoint whatever W is. With one orbital and a = 1 in the complex numbers, W = 0 is Hermitian, but V = i, the imaginary unit, gives H(V) = i, which is not self-adjoint.

## A nonzero algebra: coefficients can be compared

`Nontrivial A` says that 1 ≠ 0, as on any nonzero state space. If H(V) = H(V′), the four operations give W(pq,rs) 1 = W′(pq,rs) 1, and this hypothesis lets us conclude W = W′. In Lean it enters through the injectivity of `algebraMap ℂ A`. The converse follows from the factor of one quarter.

```lean
omit [StarModule ℂ A] in
/-- Two interactions give the same two-body operator exactly when their antisymmetrised
forms agree. -/
theorem twoBody_eq_iff [Nontrivial A] {a : ι → A} (h : CAR a)
    (V V' : Matrix (ι × ι) (ι × ι) ℂ) :
    twoBody a V = twoBody a V' ↔ antisymm V = antisymm V' := by
  constructor
  · intro hV
    ext ⟨p, q⟩ ⟨r, s⟩
    apply (algebraMap ℂ A).injective
    rw [Algebra.algebraMap_eq_smul_one, Algebra.algebraMap_eq_smul_one,
      ← probe_twoBody h, ← probe_twoBody h, hV]
  · intro hW
    rw [twoBody_eq_quarter h V, twoBody_eq_quarter h V', hW]
```

In the zero algebra every operator is 0, hence self-adjoint, even when W is not Hermitian.

## An adjoint that conjugates scalars

`StarModule ℂ A` says (cX)* = c̄ X*, as for the Hilbert-space adjoint. Hence

H(V)* = ∑ V(ij,kl)‾ a_k* a_l* a_j a_i = H(V†),

after renaming the summation pairs.

```lean
omit [DecidableEq ι] in
/-- The adjoint of a two-body operator is the two-body operator of the conjugate transpose
of the interaction. -/
theorem star_twoBody (a : ι → A) (V : Matrix (ι × ι) (ι × ι) ℂ) :
    star (twoBody a V) = twoBody a Vᴴ := by
  simp only [twoBody, star_sum, star_smul, star_mul, star_star]
  refine Finset.sum_comm.trans ?_
  simp only [Matrix.conjTranspose_apply, mul_assoc]
```

Antisymmetrising V† gives W†. So H(V)* = H(V) means H(V†) = H(V), which by the previous comparison means W† = W. The final `rw` follows this chain.

```lean
/-- A two-body operator is self-adjoint if and only if its antisymmetrised interaction is a
Hermitian matrix on ordered pairs of orbitals. -/
theorem isSelfAdjoint_twoBody_iff [Nontrivial A] {a : ι → A} (h : CAR a)
    (V : Matrix (ι × ι) (ι × ι) ℂ) :
    IsSelfAdjoint (twoBody a V) ↔ (antisymm V).IsHermitian := by
  have hW : antisymm Vᴴ = (antisymm V)ᴴ := by
    ext x y
    simp only [antisymm, Matrix.of_apply, Matrix.conjTranspose_apply, star_add, star_sub]
    ring
  rw [isSelfAdjoint_iff, star_twoBody, twoBody_eq_iff h, hW, Matrix.IsHermitian]
```

If the star on complex matrices were the plain transpose, real Jordan–Wigner matrices would still satisfy the anticommutation relations, but the criterion would be that W is symmetric.

## No hermiticity assumed of V

For two orbitals, take V(01,01) = 1 + i, V(10,01) = i and all other elements zero. V is not Hermitian, since V(01,10) = 0. Yet a_1* a_0* = −a_0* a_1*, so

H(V) = (1 + i − i) a_0* a_1* a_1 a_0 = a_0* a_1* a_1 a_0,

which is self-adjoint. It is nonzero because W(01,01) = 1.

```lean
/-- A two-orbital interaction with `V(01,01) = 1 + i`, `V(10,01) = i` and all other
elements zero. -/
def skewV : Matrix (Fin 2 × Fin 2) (Fin 2 × Fin 2) ℂ :=
  Matrix.of fun x y => if y = (0, 1) then
    (if x = (0, 1) then 1 + Complex.I else if x = (1, 0) then Complex.I else 0) else 0

/-- The interaction `skewV` is not Hermitian, yet its two-body operator is self-adjoint
and nonzero. -/
theorem skewV_selfAdjoint [Nontrivial A] {a : Fin 2 → A} (h : CAR a) :
    ¬ skewV.IsHermitian ∧ IsSelfAdjoint (twoBody a skewV) ∧ twoBody a skewV ≠ 0 := by
  refine ⟨fun hV => ?_, (isSelfAdjoint_twoBody_iff h _).2 ?_, fun h0 => ?_⟩
  · have := hV.apply (0, 1) (1, 0)
    simp [skewV] at this
  · ext ⟨i, j⟩ ⟨k, l⟩
    fin_cases i <;> fin_cases j <;> fin_cases k <;> fin_cases l <;> simp [antisymm, skewV]
  · have hz : twoBody a skewV = twoBody a 0 := by
      rw [h0]
      simp [twoBody]
    have := congrFun (congrFun ((twoBody_eq_iff h _ _).1 hz) (0, 1)) (0, 1)
    simp [antisymm, skewV] at this
```

Explicit 4×4 matrices realise the relations for two modes; Lean checks them entry by entry.

```lean
/-- Jordan–Wigner matrices for the annihilators of two fermionic modes. -/
def modes : Fin 2 → Matrix (Fin 4) (Fin 4) ℂ :=
  ![!![0, 1, 0, 0; 0, 0, 0, 0; 0, 0, 0, 1; 0, 0, 0, 0],
    !![0, 0, 1, 0; 0, 0, 0, -1; 0, 0, 0, 0; 0, 0, 0, 0]]

set_option maxHeartbeats 400000 in
/-- The anticommutator of a Jordan–Wigner annihilator with a creator is the Kronecker delta
times the identity. -/
theorem modes_mixed (i j : Fin 2) :
    modes i * star (modes j) + star (modes j) * modes i
      = delta i j • (1 : Matrix (Fin 4) (Fin 4) ℂ) := by
  ext m n
  simp only [Matrix.add_apply, Matrix.mul_apply, Matrix.star_apply, Matrix.smul_apply,
    Matrix.one_apply, Fin.sum_univ_four]
  fin_cases i <;> fin_cases j <;> fin_cases m <;> fin_cases n <;>
    simp [modes, delta]

set_option maxHeartbeats 400000 in
/-- The two Jordan–Wigner matrices satisfy the canonical anticommutation relations. -/
theorem CAR_witness : CAR modes := by
  refine ⟨fun i j => ?_, modes_mixed⟩
  ext m n
  fin_cases i <;> fin_cases j <;> fin_cases m <;> fin_cases n <;>
    simp [modes]

end

end TwoBodyHermiticity
```

```lean
#print axioms TwoBodyHermiticity.isSelfAdjoint_twoBody_iff
#print axioms TwoBodyHermiticity.skewV_selfAdjoint
```

```
'TwoBodyHermiticity.isSelfAdjoint_twoBody_iff' depends on axioms: [propext, Classical.choice, Quot.sound]
'TwoBodyHermiticity.skewV_selfAdjoint' depends on axioms: [propext, Classical.choice, Quot.sound]
```
